# Hermitian couplings without off-diagonal zeros are fixed, up to basis phases, by diagonals, moduli and triangle products

Let $H$ and $K$ be Hermitian matrices of the same finite size, and let every off-diagonal entry of $H$ be nonzero. Then $K$ arises from $H$ by a change of phases of the basis states if and only if the two matrices have the same diagonal entries, the same moduli of all entries, and the same products of entries around every triangle of distinct states.

In $k\cdot p$ theory, $H$ can be one Cartesian component of the momentum matrix between Bloch states at a fixed wave vector. For a finite set of nondegenerate bands with no vanishing coupling, the result tells whether two electronic-structure runs gave the same matrix up to the arbitrary phases of the eigenvectors.

The nonvanishing condition excludes accidental zeros as well as couplings forbidden by a selection rule. This is restrictive: in a crystal with inversion symmetry, at a wave vector that inversion maps to itself up to a reciprocal lattice vector, momentum couples only states of opposite parity, so any three nondegenerate states include a forbidden pair. Mixing within degenerate bands is not treated, nor are several Cartesian components at once, which would have to share the same phases.

## Phases and invariants as definitions

The bands are labelled by a finite type `n`, which may be empty.

```lean
import Mathlib

open Matrix

namespace KPPhaseAmbiguity

variable {n : Type*} [Fintype n] [DecidableEq n]
```

A choice of phases is a function $d$ from bands to complex numbers, and $D$ is the diagonal matrix with entries $d_i$. The matrix `rephase d H` is $DHD^\dagger$, where Lean writes the conjugate transpose as `ᴴ`.

```lean
/-- The matrix `D H D*`, where `D` is the diagonal matrix with entries `d i`. It is the coupling
matrix obtained when each basis ket `i` is multiplied by the conjugate of `d i`. -/
def rephase (d : n → ℂ) (H : Matrix n n ℂ) : Matrix n n ℂ :=
  diagonal d * H * (diagonal d)ᴴ
```

The definition of `rephase` accepts any complex factors. The condition $|d_i|=1$, which makes $D$ unitary, enters with gauge equivalence.

```lean
/-- Two coupling matrices are gauge equivalent if a choice of phases of the basis states
turns the first into the second. -/
def GaugeEquivalent (H K : Matrix n n ℂ) : Prop :=
  ∃ d : n → ℂ, (∀ i, ‖d i‖ = 1) ∧ K = rephase d H
```

The data to be compared are collected in `SameInvariants`. Its triangle condition is empty for fewer than three bands.

```lean
/-- Two coupling matrices have the same diagonal entries, the same moduli of all entries, and
the same products of couplings around every triangle of distinct states. -/
def SameInvariants (H K : Matrix n n ℂ) : Prop :=
  (∀ i, K i i = H i i) ∧ (∀ i j, ‖K i j‖ = ‖H i j‖) ∧
    ∀ i j k, i ≠ j → j ≠ k → k ≠ i →
      K i j * K j k * K k i = H i j * H j k * H k i
```

## (a) A number times its conjugate

**Task.** For complex $z$, with $z^*$ its conjugate (`star z`), show that
$$z z^*=|z|^2 .$$

**Solution.** With $z=x+iy$ and $x,y$ real, $(x+iy)(x-iy)=x^2+y^2=|z|^2$. Lean takes this from Mathlib and rewrites the squared norm.

```lean
/-- A complex number times its conjugate is its squared modulus. -/
theorem mul_star_eq (z : ℂ) : z * star z = ((‖z‖ ^ 2 : ℝ) : ℂ) :=
  (Complex.mul_conj z).trans (by rw [Complex.normSq_eq_norm_sq])
```

## (b) Cancelling a phase

**Task.** Let $|z|=1$. Show that
$$z z^*=1 .$$

**Solution.** Put $|z|=1$ into (a). Every cancellation of phases below uses this identity.

```lean
/-- A phase factor times its conjugate is one. -/
theorem phase_mul_star {z : ℂ} (hz : ‖z‖ = 1) : z * star z = 1 := by
  rw [mul_star_eq, hz]
  norm_num
```

## (c) Entries of the rephased matrix

**Task.** Show that
$$(DHD^\dagger)_{ij}=d_i\,H_{ij}\,d_j^* .$$

**Solution.** Multiplying by $D$ from the left scales row $i$ by $d_i$. Multiplying by $D^\dagger$ from the right scales column $j$ by $d_j^*$. The `simp only` call uses these same two rules.

This fixes the convention: $d_i$ multiplies the bra of state $i$, so the ket is multiplied by $d_i^*$.

```lean
/-- Rephasing multiplies the coupling between states `i` and `j` by `d i` and by the
conjugate of `d j`. -/
theorem rephase_apply (d : n → ℂ) (H : Matrix n n ℂ) (i j : n) :
    rephase d H i j = d i * H i j * star (d j) := by
  simp only [rephase, diagonal_conjTranspose, mul_diagonal, diagonal_mul, Pi.star_apply]
```

## (d) Closed loops of any length

**Task.** Let $K=DHD^\dagger$ with all $|d_i|=1$, and let $c_0,c_1,\dots,c_m$ be a walk through the bands with $c_m=c_0$. Show that
$$\prod_{t=0}^{m-1}K_{c_t c_{t+1}}=\prod_{t=0}^{m-1}H_{c_t c_{t+1}} .$$

**Solution.** First consider a walk that need not close. By induction on $m$,
$$\prod_{t=0}^{m-1}K_{c_t c_{t+1}}=d_{c_0}\Big(\prod_{t=0}^{m-1}H_{c_t c_{t+1}}\Big)d_{c_m}^* .$$
For $m=0$ both products are empty and the equation reads $1=d_{c_0}d_{c_0}^*$. One more step brings in the factor $d_{c_m}H_{c_m c_{m+1}}d_{c_{m+1}}^*$, and $d_{c_m}^*d_{c_m}=1$ removes the intermediate phase. If the walk closes, the two end phases cancel as well.

In Lean the open-walk formula is `walk`, and each `linear_combination` supplies the cancellation from (b). Neither Hermiticity nor nonzero couplings are needed.

```lean
/-- The product of couplings around a closed loop of any length is the same for gauge
equivalent matrices. -/
theorem closed_loop_invariant {H K : Matrix n n ℂ} (h : GaugeEquivalent H K)
    (c : ℕ → n) (m : ℕ) (hc : c m = c 0) :
    ∏ t ∈ Finset.range m, K (c t) (c (t + 1)) =
      ∏ t ∈ Finset.range m, H (c t) (c (t + 1)) := by
  obtain ⟨d, hd, rfl⟩ := h
  -- along an open walk only the phases of the two end points survive
  have walk : ∀ m : ℕ, ∏ t ∈ Finset.range m, rephase d H (c t) (c (t + 1)) =
      d (c 0) * (∏ t ∈ Finset.range m, H (c t) (c (t + 1))) * star (d (c m)) := by
    intro m
    induction m with
    | zero =>
      simp only [Finset.prod_range_zero, mul_one]
      exact (phase_mul_star (hd _)).symm
    | succ m ih =>
      rw [Finset.prod_range_succ, Finset.prod_range_succ, ih, rephase_apply]
      linear_combination (d (c 0) * (∏ t ∈ Finset.range m, H (c t) (c (t + 1))) *
        H (c m) (c (m + 1)) * star (d (c (m + 1)))) * phase_mul_star (hd (c m))
  rw [walk m, hc]
  linear_combination (∏ t ∈ Finset.range m, H (c t) (c (t + 1))) *
    phase_mul_star (hd (c 0))
```

## (e) Triangles decide equivalence

**Task.** Let $H$ and $K$ be Hermitian with $H_{ij}\neq0$ for $i\neq j$. Show that phases $d_i$ with $K=DHD^\dagger$ exist if and only if
$$K_{ii}=H_{ii},\qquad |K_{ij}|=|H_{ij}|,\qquad K_{ij}K_{jk}K_{ki}=H_{ij}H_{jk}H_{ki},$$
the last for all distinct $i,j,k$.

**Solution.** If the phases exist, (c) gives $K_{ii}=d_iH_{ii}d_i^*=H_{ii}$ and $|K_{ij}|=|d_i||H_{ij}||d_j|=|H_{ij}|$. In a triangle product each of $d_i,d_j,d_k$ meets its own conjugate and cancels.

Conversely, let the three families agree. With no bands there is nothing to show. Otherwise choose a reference band $r$ and set
$$d_r=1,\qquad d_i=\frac{K_{ir}}{H_{ir}}\quad(i\neq r).$$
Equal moduli give $|d_i|=1$, and Hermiticity gives $d_j^*=K_{rj}/H_{rj}$ for $j\neq r$. The entries of $DHD^\dagger$ are now checked case by case.

- For $i=j$, the phases cancel and the diagonals agree.
- For $i=r\neq j$, $d_rH_{rj}d_j^*=H_{rj}K_{rj}/H_{rj}=K_{rj}$. The case $j=r\neq i$ is similar.
- For $i,j,r$ distinct, multiply the triangle equation by $H_{ir}H_{rj}$:
$$K_{ij}H_{ir}H_{rj}\,K_{jr}K_{ri}=H_{ij}\,(H_{ir}H_{ri})(H_{rj}H_{jr}).$$
By Hermiticity and equal moduli, $H_{ir}H_{ri}=|H_{ir}|^2=K_{ir}K_{ri}$, and likewise for $r,j$. The factor $K_{jr}K_{ri}$ is nonzero, because its moduli are those of $H$, so it can be cancelled:
$$K_{ij}H_{ir}H_{rj}=K_{ir}H_{ij}K_{rj}.$$
Division by $H_{ir}H_{rj}$ gives $K_{ij}=d_iH_{ij}d_j^*$.

In the code, `hK0` is the nonvanishing of the couplings in $K$, `hp` the equality of the two-way products, `ds` the formula for $d_j^*$, and `key` the last displayed equation.

```lean
/-- For Hermitian `H` and `K`, with all off-diagonal couplings of `H` nonzero, the two matrices
differ only by phases of the basis states if and only if their diagonals, the moduli of their
entries and their triangle products agree. -/
theorem gaugeEquivalent_iff {H K : Matrix n n ℂ} (hH : H.IsHermitian) (hK : K.IsHermitian)
    (h0 : ∀ i j, i ≠ j → H i j ≠ 0) :
    GaugeEquivalent H K ↔ SameInvariants H K := by
  constructor
  · rintro ⟨d, hd, rfl⟩
    refine ⟨fun i => ?_, fun i j => ?_, fun i j k _ _ _ => ?_⟩
    · rw [rephase_apply]
      linear_combination H i i * phase_mul_star (hd i)
    · rw [rephase_apply, norm_mul, norm_mul, norm_star, hd i, hd j, one_mul, mul_one]
    · simp only [rephase_apply]
      calc _ = H i j * H j k * H k i * (d i * star (d i)) * (d j * star (d j)) *
            (d k * star (d k)) := by ring
        _ = _ := by
          rw [phase_mul_star (hd i), phase_mul_star (hd j), phase_mul_star (hd k)]
          ring
  · rintro ⟨hdiag, hmod, htri⟩
    rcases isEmpty_or_nonempty n with hn | ⟨⟨r⟩⟩
    · exact ⟨fun _ => 1, fun i => isEmptyElim i, by ext i j; exact isEmptyElim i⟩
    have hK0 : ∀ a b, a ≠ b → K a b ≠ 0 := by
      intro a b hab h
      have h1 := hmod a b
      rw [h, norm_zero] at h1
      exact h0 a b hab (norm_eq_zero.mp h1.symm)
    have hp : ∀ a b, K a b * K b a = H a b * H b a := by
      intro a b
      have h1 : K a b * star (K a b) = H a b * star (H a b) := by
        rw [mul_star_eq, mul_star_eq, hmod]
      rwa [hK.apply b a, hH.apply b a] at h1
    -- read the phases off the couplings to the reference state r
    obtain ⟨d, dr, di⟩ : ∃ d : n → ℂ, d r = 1 ∧ ∀ i, i ≠ r → d i = K i r / H i r :=
      ⟨fun i => if i = r then 1 else K i r / H i r, by simp, fun i hi => by simp [hi]⟩
    have hd : ∀ i, ‖d i‖ = 1 := by
      intro i
      by_cases hi : i = r
      · rw [hi, dr, norm_one]
      · rw [di i hi, norm_div, hmod, div_self (norm_ne_zero_iff.mpr (h0 i r hi))]
    have ds : ∀ j, j ≠ r → star (d j) = K r j / H r j := by
      intro j hj
      have h1 : star (K j r / H j r) = star (K j r) / star (H j r) :=
        map_div₀ (starRingEnd ℂ) _ _
      rw [di j hj, h1, hK.apply r j, hH.apply r j]
    refine ⟨d, hd, ?_⟩
    ext i j
    rw [rephase_apply]
    by_cases hij : i = j
    · subst hij
      linear_combination hdiag i - H i i * phase_mul_star (hd i)
    by_cases hi : i = r
    · subst hi
      rw [dr, ds j (Ne.symm hij), one_mul, mul_div_cancel₀ _ (h0 i j hij)]
    by_cases hj : j = r
    · subst hj
      rw [dr, di i hi, star_one, mul_one, div_mul_cancel₀ _ (h0 i j hij)]
    -- the triangle (i, j, r) fixes the remaining coupling
    have key : K i j * (H i r * H r j) = K i r * H i j * K r j := by
      apply mul_left_cancel₀ (mul_ne_zero (hK0 j r hj) (hK0 r i (Ne.symm hi)))
      linear_combination (H i r * H r j) * htri i j r hij hj (Ne.symm hi) -
        H i j * (K r j * K j r) * hp i r - H i j * (H i r * H r i) * hp r j
    have h2 : K i r / H i r * H i j * (K r j / H r j) =
        K i r * H i j * K r j / (H i r * H r j) := by ring
    rw [di i hi, ds j hj, h2,
      eq_div_iff (mul_ne_zero (h0 i r hi) (h0 r j (Ne.symm hj)))]
    exact key
```

## (f) The phase of one coupling

**Task.** Let $i\neq j$ and $|z|=1$. For any $H$, find a gauge equivalent $K$ with
$$K_{ij}=z\,H_{ij} .$$

**Solution.** Take $d_i=z$ and $d_k=1$ for every $k\neq i$. Since $j\neq i$, (c) gives $K_{ij}=z\,H_{ij}\cdot1$. The phase of a single nonzero off-diagonal coupling therefore carries no information by itself.

```lean
/-- The phase of a single coupling between two different states can be shifted by any amount
through a change of phases of the basis states. -/
theorem single_phase_arbitrary (H : Matrix n n ℂ) {i j : n} (hij : i ≠ j) {z : ℂ}
    (hz : ‖z‖ = 1) : ∃ K, GaugeEquivalent H K ∧ K i j = z * H i j := by
  refine ⟨rephase (fun k => if k = i then z else 1) H, ⟨_, fun k => ?_, rfl⟩, ?_⟩
  · by_cases h : k = i <;> simp [h, hz]
  · simp [rephase_apply, hij.symm]
```

## (g) How far the phases are determined

**Task.** Let all off-diagonal entries of $H$ be nonzero, and let two choices of phases $d$ and $d'$ give the same rephased matrix. Show that there is one $w$ with $|w|=1$ such that, for all $i$,
$$d'_i=w\,d_i .$$

**Solution.** With no bands, $w=1$ will do. Otherwise choose a band $r$ and put $w=d'_r d_r^*$, which has modulus one. For $i=r$, $w\,d_r=d'_r d_r^*d_r=d'_r$. For $i\neq r$, compare the entries $(i,r)$:
$$d_iH_{ir}d_r^*=d'_iH_{ir}{d'_r}^* .$$
Cancel $H_{ir}$ and multiply by $d'_r$ to get $w\,d_i=d'_i$. In Lean, `e` is the compared entry and `e2` the equation after cancellation.

```lean
/-- If all off-diagonal couplings are nonzero, two choices of phases that give the same coupling
matrix differ by one global phase. -/
theorem phases_unique {H : Matrix n n ℂ} (h0 : ∀ i j, i ≠ j → H i j ≠ 0) {d d' : n → ℂ}
    (hd : ∀ i, ‖d i‖ = 1) (hd' : ∀ i, ‖d' i‖ = 1) (h : rephase d H = rephase d' H) :
    ∃ w : ℂ, ‖w‖ = 1 ∧ ∀ i, d' i = w * d i := by
  rcases isEmpty_or_nonempty n with hn | ⟨⟨r⟩⟩
  · exact ⟨1, norm_one, fun i => isEmptyElim i⟩
  refine ⟨d' r * star (d r), by rw [norm_mul, norm_star, hd, hd', one_mul], fun i => ?_⟩
  by_cases hi : i = r
  · subst hi
    linear_combination -(d' i) * phase_mul_star (hd i)
  have e := congrFun (congrFun h i) r
  simp only [rephase_apply] at e
  have e2 : d i * star (d r) = d' i * star (d' r) :=
    mul_left_cancel₀ (h0 i r hi) (by linear_combination e)
  linear_combination -(d' r) * e2 - d' i * phase_mul_star (hd' r)
```

## (h) Two rings that triangles cannot distinguish

Let four states $0,1,2,3$ form a ring with couplings $1$, except for the bond between $3$ and $0$, which has the real value $t$ in this problem. The pairs $0,2$ and $1,3$ are uncoupled, as they would be if $0,2$ had one parity and $1,3$ the other.

```lean
/-- A ring of four states with unit couplings, except for the bond `t` that closes the ring. -/
def fourRing (t : ℂ) : Matrix (Fin 4) (Fin 4) ℂ :=
  !![0, 1, 0, t; 1, 0, 1, 0; 0, 1, 0, 1; t, 0, 1, 0]
```

**Task.** Show that the rings with $t=1$ and $t=-1$ are Hermitian and share all the data compared in (e), but that for every choice of phases
$$\text{fourRing}(-1)\neq D\,\text{fourRing}(1)\,D^\dagger .$$

**Solution.** Both matrices are real and symmetric, with zero diagonals and equal moduli. Any three of the four states include an uncoupled pair, so all triangle products vanish. The loop $0\to1\to2\to3\to0$ has product $t$. By (d), equivalence would give $-1=1$.

Without a condition on zeros, the criterion in (e) thus fails, even when the nonzero couplings connect all states. Lean checks the entries with `fin_cases` and applies `closed_loop_invariant` with $m=4$.

```lean
/-- The four-state rings with closing bond `1` and `-1` are Hermitian and agree in diagonals,
moduli and triangle products, yet no choice of phases turns one into the other. -/
theorem fourRing_not_equivalent :
    (fourRing 1).IsHermitian ∧ (fourRing (-1)).IsHermitian ∧
      SameInvariants (fourRing 1) (fourRing (-1)) ∧
      ¬ GaugeEquivalent (fourRing 1) (fourRing (-1)) := by
  refine ⟨?_, ?_, ⟨?_, ?_, ?_⟩, ?_⟩
  · ext i j
    fin_cases i <;> fin_cases j <;> simp [fourRing]
  · ext i j
    fin_cases i <;> fin_cases j <;> simp [fourRing]
  · intro i
    fin_cases i <;> simp [fourRing]
  · intro i j
    fin_cases i <;> fin_cases j <;> simp [fourRing]
  · intro i j k _ _ _
    fin_cases i <;> fin_cases j <;> fin_cases k <;> simp [fourRing]
  · intro h
    -- the loop through all four states has product 1 in one ring and -1 in the other
    have h1 : fourRing (-1) 0 1 * fourRing (-1) 1 2 * fourRing (-1) 2 3 * fourRing (-1) 3 0 =
        fourRing 1 0 1 * fourRing 1 1 2 * fourRing 1 2 3 * fourRing 1 3 0 := by
      simpa [Finset.prod_range_succ] using closed_loop_invariant h
        (fun t => if t = 1 then 1 else if t = 2 then 2 else if t = 3 then 3 else 0) 4 (by simp)
    have e01 : ∀ t, fourRing t 0 1 = 1 := fun _ => rfl
    have e12 : ∀ t, fourRing t 1 2 = 1 := fun _ => rfl
    have e23 : ∀ t, fourRing t 2 3 = 1 := fun _ => rfl
    have e30 : ∀ t, fourRing t 3 0 = t := fun _ => rfl
    rw [e01, e12, e23, e30, e01, e12, e23, e30] at h1
    norm_num at h1

end KPPhaseAmbiguity
```

```lean
#print axioms KPPhaseAmbiguity.gaugeEquivalent_iff
#print axioms KPPhaseAmbiguity.single_phase_arbitrary
#print axioms KPPhaseAmbiguity.phases_unique
#print axioms KPPhaseAmbiguity.fourRing_not_equivalent
```

```
'KPPhaseAmbiguity.gaugeEquivalent_iff' depends on axioms: [propext, Classical.choice, Quot.sound]
'KPPhaseAmbiguity.single_phase_arbitrary' depends on axioms: [propext, Classical.choice, Quot.sound]
'KPPhaseAmbiguity.phases_unique' depends on axioms: [propext, Classical.choice, Quot.sound]
'KPPhaseAmbiguity.fourRing_not_equivalent' depends on axioms: [propext, Classical.choice, Quot.sound]
```

## One fully coupled state is enough

The argument in (e) divides only by couplings to $r$ and uses only triangles through $r$. By the same reasoning, though not stated in the code, the criterion holds for Hermitian $H$ and $K$ as soon as one state $r$ has nonzero couplings in $H$ to all the others; the remaining couplings may vanish. In the four-state rings no state has this property.
